# A criterion for rotation-invariant self-repulsion of two real orbitals

Two degenerate orbitals can be rotated into each other without changing their one-electron energy. Two electrons placed in one of the rotated orbitals repel each other, however, and that repulsion may depend on the rotation angle. When is it the same for every angle?

## Five integral combinations decide the angular dependence

Let real orbitals be vectors on a finite set of sites, and let $V$ be a real symmetric matrix, with $V_{ij}$ the repulsion between unit charges at sites $i$ and $j$. For orbitals $f,g,h,k$ define

$$(fg|hk)=\sum_{ij} f_i g_i V_{ij} h_j k_j .$$

Given orbitals $a,b$, write $c=\cos x$, $s=\sin x$, and set $\varphi=ca+sb$ and $\chi=-sa+cb$. Abbreviate

$$A=(aa|aa),\quad B=(bb|bb),\quad J=(aa|bb),\quad K=(ab|ab),\quad P=(aa|ab),\quad Q=(ab|bb).$$

The self-repulsion is $E(x)=(\varphi\varphi|\varphi\varphi)$; for normalised $\varphi$ it is the repulsion energy of two electrons of opposite spin in $\varphi$. The claim is that $E(x)$ is independent of $x$ exactly when $A=B=J+2K$ and $P=Q=0$.

The density is $\varphi^2=c^2\,aa+2cs\,ab+s^2\,bb$. Bilinearity and the symmetry of $V$ give

$$E(x)=c^4A+s^4B+2c^2s^2(J+2K)+4c^3s\,P+4cs^3\,Q .$$

Suppose $E$ is constant, so that $E(x)=E(0)=A$ for every $x$. The angle $\pi/2$ gives $B=A$. Now take $t$ with $\cos t=3/5$ and $\sin t=4/5$. Multiplied by 625, the equations at $\pm t$ are

$$81A+256B+288(J+2K)\pm(432P+768Q)=625A .$$

Their sum gives $J+2K=A$, and their difference gives $9P+16Q=0$. The angle $\pi/2-t$ exchanges sine and cosine and gives $16P+9Q=0$. Hence $P=Q=0$.

Conversely, under the conditions $E(x)=A(c^4+2c^2s^2+s^4)=A(c^2+s^2)^2=A$.

For the exchange integral, $\varphi\chi=-cs\,aa+(c^2-s^2)\,ab+cs\,bb$. Using $(c^2-s^2)^2=1-4c^2s^2$, one finds

$$(\varphi\chi|\varphi\chi)=K+c^2s^2(A+B-2J-4K)+2cs(c^2-s^2)(Q-P).$$

It is constant exactly when $A+B=2J+4K$ and $P=Q$: the sum and difference of the equations at $\pm t$ isolate the two brackets. These conditions are weaker than those for $E$. The Coulomb integral is

$$(\varphi\varphi|\chi\chi)=c^2s^2(A+B-4K)+(c^4+s^4)J+2cs(c^2-s^2)(Q-P),$$

which reduces to $J$ under the same two conditions.

In two-orbital Kanamori models the relation $A=J+2K$ is written $U=U'+2J_{\mathrm H}$, where $U$, $U'$ and $J_{\mathrm H}$ stand for the integrals called $A$, $J$ and $K$ here. In this text it is obtained for real orbitals with an interaction between site charges, and it concerns the repulsion integrals of a two-orbital active space, not its full energy.

## A triangle and a square of sites

Let the repulsion be $U$ on a site and $W$ between any two different sites; from here on $U$ is this entry of $V$, not the orbital integral of the Kanamori relation. Then $V_{ij}=(U-W)\delta_{ij}+W$, and

$$(\varphi\varphi|\varphi\varphi)=(U-W)\sum_i\varphi_i^4+W\Big(\sum_i\varphi_i^2\Big)^2 .$$

On a triangle take $a=(2,-1,-1)$ and $b=(0,\sqrt3,-\sqrt3)$. At every angle $\sum_i\varphi_i^2=6$ and $\sum_i\varphi_i^4=18$, so the self-repulsion is $18(U-W)+36W=18(U+W)$. For normalised orbitals this is divided by $6^2$, giving $(U+W)/2$.

On a square, with the same $W$ along the edges and across the diagonals, take $a=(1,0,-1,0)$ and $b=(0,1,0,-1)$. Here $A=B=2U+2W$, $J=4W$ and $K=P=Q=0$, so invariance requires $U=W$. (With $W_1$ on the edges and $W_2$ on the diagonals the condition would be $U+W_2=2W_1$.) After normalisation the self-repulsion is $(U+W)/2$ at $x=0$ and $(U+3W)/4$ at $x=\pi/4$.

## Orbitals and integrals in Lean

The sites form an arbitrary finite type `n`, and orbitals are functions `n → ℝ`.

```lean
import Mathlib

open Matrix

namespace TwoOrbitalRotation

noncomputable section

variable {n : Type*} [Fintype n]
```

In `eri`, the product `f * g` is pointwise, `*ᵥ` applies the matrix to a vector, and `⬝ᵥ` is the dot product. The argument order is that of $(fg|hk)$. Complex orbitals are not covered, nor are interactions that cannot be written as a repulsion between site charges.

```lean
/-- The two-electron integral `(fg|hk)` of real orbitals on a finite set of sites,
with interaction matrix `V`. -/
def eri (V : Matrix n n ℝ) (f g h k : n → ℝ) : ℝ := (f * g) ⬝ᵥ V *ᵥ (h * k)
```

The next two definitions are $\varphi$ and $\chi$. Neither orthogonality nor normalisation of $a$ and $b$ is assumed. When they are orthogonal and have the same nonzero norm, as in the two examples above, the transformation rotates the normalised orbitals; for other pairs the theorems are statements about the vectors as given.

```lean
/-- The rotated orbital `cos x a + sin x b`. -/
def orb (a b : n → ℝ) (x : ℝ) : n → ℝ := Real.cos x • a + Real.sin x • b

/-- The partner orbital `-sin x a + cos x b`. -/
def partner (a b : n → ℝ) (x : ℝ) : n → ℝ := (-Real.sin x) • a + Real.cos x • b
```

## Expanding the rotated densities

Symmetry of $V$ lets two charge distributions change places.

```lean
/-- The interaction of two charge distributions does not depend on their order. -/
theorem repulsion_comm {V : Matrix n n ℝ} (hV : V.IsSymm) (f g : n → ℝ) :
    f ⬝ᵥ V *ᵥ g = g ⬝ᵥ V *ᵥ f := by
  rw [Matrix.dotProduct_mulVec, ← Matrix.mulVec_transpose, hV.eq, dotProduct_comm]
```

With that, the interaction of any two combinations of $aa$, $ab$, $bb$ reduces to the six integrals. The three instances of `repulsion_comm` identify the mixed terms that differ only in order.

```lean
/-- The interaction of two combinations of the densities `aa`, `ab`, `bb`, written in the
six integrals of the orbital pair. -/
theorem density_expand {V : Matrix n n ℝ} (hV : V.IsSymm) (a b : n → ℝ)
    (p q r p' q' r' : ℝ) :
    (p • (a * a) + q • (a * b) + r • (b * b)) ⬝ᵥ
      V *ᵥ (p' • (a * a) + q' • (a * b) + r' • (b * b)) =
    p * p' * eri V a a a a + r * r' * eri V b b b b + q * q' * eri V a b a b
      + (p * r' + r * p') * eri V a a b b + (p * q' + q * p') * eri V a a a b
      + (q * r' + r * q') * eri V a b b b := by
  have h1 := repulsion_comm hV (a * b) (a * a)
  have h2 := repulsion_comm hV (b * b) (a * a)
  have h3 := repulsion_comm hV (b * b) (a * b)
  simp only [eri, Matrix.mulVec_add, Matrix.mulVec_smul, add_dotProduct, dotProduct_add,
    smul_dotProduct, dotProduct_smul, smul_eq_mul]
  linear_combination (q * p') * h1 + (r * p') * h2 + (r * q') * h3
```

Three lemmas expand $\varphi^2$, $\chi^2$ and $\varphi\chi$ site by site.

```lean
omit [Fintype n] in
lemma orb_sq (a b : n → ℝ) (x : ℝ) : orb a b x * orb a b x =
    (Real.cos x ^ 2) • (a * a) + (2 * Real.cos x * Real.sin x) • (a * b)
      + (Real.sin x ^ 2) • (b * b) := by
  ext i
  simp only [orb, Pi.add_apply, Pi.mul_apply, Pi.smul_apply, smul_eq_mul]
  ring

omit [Fintype n] in
lemma partner_sq (a b : n → ℝ) (x : ℝ) : partner a b x * partner a b x =
    (Real.sin x ^ 2) • (a * a) + (-(2 * Real.cos x * Real.sin x)) • (a * b)
      + (Real.cos x ^ 2) • (b * b) := by
  ext i
  simp only [partner, Pi.add_apply, Pi.mul_apply, Pi.smul_apply, smul_eq_mul]
  ring

omit [Fintype n] in
lemma orb_partner (a b : n → ℝ) (x : ℝ) : orb a b x * partner a b x =
    (-(Real.cos x * Real.sin x)) • (a * a) + (Real.cos x ^ 2 - Real.sin x ^ 2) • (a * b)
      + (Real.cos x * Real.sin x) • (b * b) := by
  ext i
  simp only [orb, partner, Pi.add_apply, Pi.mul_apply, Pi.smul_apply, smul_eq_mul]
  ring
```

Substituting these densities gives the quartic form for $E(x)$ and the corresponding formula for exchange.

```lean
/-- The self-repulsion of the rotated orbital as a quartic form in `cos x` and `sin x`. -/
theorem self_expand {V : Matrix n n ℝ} (hV : V.IsSymm) (a b : n → ℝ) (x : ℝ) :
    eri V (orb a b x) (orb a b x) (orb a b x) (orb a b x) =
    Real.cos x ^ 4 * eri V a a a a + Real.sin x ^ 4 * eri V b b b b
      + 2 * Real.cos x ^ 2 * Real.sin x ^ 2 * (eri V a a b b + 2 * eri V a b a b)
      + 4 * Real.cos x ^ 3 * Real.sin x * eri V a a a b
      + 4 * Real.cos x * Real.sin x ^ 3 * eri V a b b b := by
  show (orb a b x * orb a b x) ⬝ᵥ V *ᵥ (orb a b x * orb a b x) = _
  rw [orb_sq, density_expand hV]
  ring

/-- The exchange integral of the rotated pair in terms of the integrals of `a` and `b`. -/
theorem exchange_expand {V : Matrix n n ℝ} (hV : V.IsSymm) (a b : n → ℝ) (x : ℝ) :
    eri V (orb a b x) (partner a b x) (orb a b x) (partner a b x) =
    Real.cos x ^ 2 * Real.sin x ^ 2 *
        (eri V a a a a + eri V b b b b - 2 * eri V a a b b)
      + (Real.cos x ^ 2 - Real.sin x ^ 2) ^ 2 * eri V a b a b
      + 2 * Real.cos x * Real.sin x * (Real.cos x ^ 2 - Real.sin x ^ 2) *
        (eri V a b b b - eri V a a a b) := by
  show (orb a b x * partner a b x) ⬝ᵥ V *ᵥ (orb a b x * partner a b x) = _
  rw [orb_partner, density_expand hV]
  ring
```

## The criterion for self-repulsion

The angle $t$ is constructed as $\arccos(3/5)$.

```lean
lemma exists_angle : ∃ t : ℝ, Real.cos t = 3 / 5 ∧ Real.sin t = 4 / 5 := by
  refine ⟨Real.arccos (3 / 5), Real.cos_arccos (by norm_num) (by norm_num), ?_⟩
  rw [Real.sin_arccos, show (1 - (3 / 5) ^ 2 : ℝ) = (4 / 5) ^ 2 by norm_num,
    Real.sqrt_sq (by norm_num)]
```

In the theorem, independence of $x$ is expressed as equality of the values at any two angles `x` and `y`. The only hypothesis is `V.IsSymm`; positivity of the repulsion is not needed. In the forward direction, `e1` to `e4` are the equations at $\pi/2$, $t$, $-t$ and $\pi/2-t$, each compared with angle $0$. Once sines and cosines are numbers, the equations are linear in the integrals, and `linarith` solves them.

```lean
/-- The self-repulsion of `cos x a + sin x b` is independent of `x` exactly when
`(aa|aa) = (bb|bb) = (aa|bb) + 2(ab|ab)` and `(aa|ab) = (ab|bb) = 0`. -/
theorem self_repulsion_invariant_iff {V : Matrix n n ℝ} (hV : V.IsSymm) (a b : n → ℝ) :
    (∀ x y, eri V (orb a b x) (orb a b x) (orb a b x) (orb a b x) =
      eri V (orb a b y) (orb a b y) (orb a b y) (orb a b y)) ↔
    eri V a a a a = eri V b b b b ∧
      eri V b b b b = eri V a a b b + 2 * eri V a b a b ∧
      eri V a a a b = 0 ∧ eri V a b b b = 0 := by
  simp only [self_expand hV]
  constructor
  · intro h
    -- five angles with rational sine and cosine give linear equations
    obtain ⟨t, hc, hs⟩ := exists_angle
    have e1 := h (Real.pi / 2) 0
    have e2 := h t 0
    have e3 := h (-t) 0
    have e4 := h (Real.pi / 2 - t) 0
    simp only [Real.cos_pi_div_two, Real.sin_pi_div_two, Real.cos_zero, Real.sin_zero] at e1
    simp only [hc, hs, Real.cos_zero, Real.sin_zero] at e2
    simp only [Real.cos_neg, Real.sin_neg, hc, hs, Real.cos_zero, Real.sin_zero] at e3
    simp only [Real.cos_pi_div_two_sub, Real.sin_pi_div_two_sub, hc, hs, Real.cos_zero,
      Real.sin_zero] at e4
    refine ⟨by linarith, by linarith, by linarith, by linarith⟩
  · rintro ⟨hAB, hBM, hP, hQ⟩
    -- the quartic form collapses to (cos² + sin²)² (aa|aa)
    have key : ∀ x : ℝ, Real.cos x ^ 4 * eri V a a a a + Real.sin x ^ 4 * eri V b b b b
        + 2 * Real.cos x ^ 2 * Real.sin x ^ 2 * (eri V a a b b + 2 * eri V a b a b)
        + 4 * Real.cos x ^ 3 * Real.sin x * eri V a a a b
        + 4 * Real.cos x * Real.sin x ^ 3 * eri V a b b b = eri V a a a a := by
      intro x
      linear_combination (-(Real.sin x ^ 4)) * hAB
        - 2 * Real.cos x ^ 2 * Real.sin x ^ 2 * (hAB + hBM)
        + 4 * Real.cos x ^ 3 * Real.sin x * hP + 4 * Real.cos x * Real.sin x ^ 3 * hQ
        + eri V a a a a * (Real.sin x ^ 2 + Real.cos x ^ 2 + 1) * Real.sin_sq_add_cos_sq x
    intro x y
    rw [key x, key y]
```

The converse turns on `linear_combination`. Given an equation to prove and a sum of known equations with chosen coefficients, this tactic subtracts the sum from the goal and asks `ring` to confirm that nothing remains. To `ring`, `Real.sin x` and `Real.cos x` are unrelated variables, so the Pythagorean identity must be supplied with a coefficient. After the integral conditions have been used, what is left is $A(u^2-1)$ with $u=s^2+c^2$. Since $u^2-1=(u+1)(u-1)$, the identity $u=1$ has to be multiplied by $A(u+1)$, which is the last coefficient in the code.

## Exchange and Coulomb integrals

The exchange criterion needs only the angles $0$ and $\pm t$. Its converse shows that the constant value is $K$, again with the factor $u+1$.

```lean
/-- The exchange integral of the rotated pair is independent of `x` exactly when
`(aa|aa) + (bb|bb) = 2(aa|bb) + 4(ab|ab)` and `(aa|ab) = (ab|bb)`. -/
theorem exchange_invariant_iff {V : Matrix n n ℝ} (hV : V.IsSymm) (a b : n → ℝ) :
    (∀ x y, eri V (orb a b x) (partner a b x) (orb a b x) (partner a b x) =
      eri V (orb a b y) (partner a b y) (orb a b y) (partner a b y)) ↔
    eri V a a a a + eri V b b b b = 2 * eri V a a b b + 4 * eri V a b a b ∧
      eri V a a a b = eri V a b b b := by
  constructor
  · intro h
    simp only [exchange_expand hV] at h
    obtain ⟨t, hc, hs⟩ := exists_angle
    have e1 := h t 0
    have e2 := h (-t) 0
    simp only [hc, hs, Real.cos_zero, Real.sin_zero] at e1
    simp only [Real.cos_neg, Real.sin_neg, hc, hs, Real.cos_zero, Real.sin_zero] at e2
    exact ⟨by linarith, by linarith⟩
  · rintro ⟨hD, hPQ⟩
    have key : ∀ x, eri V (orb a b x) (partner a b x) (orb a b x) (partner a b x) =
        eri V a b a b := by
      intro x
      rw [exchange_expand hV]
      linear_combination Real.cos x ^ 2 * Real.sin x ^ 2 * hD
        - 2 * Real.cos x * Real.sin x * (Real.cos x ^ 2 - Real.sin x ^ 2) * hPQ
        + eri V a b a b * (Real.sin x ^ 2 + Real.cos x ^ 2 + 1) * Real.sin_sq_add_cos_sq x
    intro x y
    rw [key x, key y]
```

If the self-repulsion is invariant, the first criterion supplies its four equations, and these fix both the Coulomb and the exchange integral at every angle.

```lean
/-- If the self-repulsion is independent of the rotation angle, the Coulomb and exchange
integrals of the rotated pair equal those of `a` and `b` at every angle. -/
theorem coulomb_exchange_of_invariant {V : Matrix n n ℝ} (hV : V.IsSymm) (a b : n → ℝ)
    (h : ∀ x y, eri V (orb a b x) (orb a b x) (orb a b x) (orb a b x) =
      eri V (orb a b y) (orb a b y) (orb a b y) (orb a b y)) (x : ℝ) :
    eri V (orb a b x) (orb a b x) (partner a b x) (partner a b x) = eri V a a b b ∧
    eri V (orb a b x) (partner a b x) (orb a b x) (partner a b x) = eri V a b a b := by
  obtain ⟨hAB, hBM, hP, hQ⟩ := (self_repulsion_invariant_iff hV a b).1 h
  constructor
  · show (orb a b x * orb a b x) ⬝ᵥ V *ᵥ (partner a b x * partner a b x) = _
    rw [orb_sq, partner_sq, density_expand hV]
    linear_combination Real.cos x ^ 2 * Real.sin x ^ 2 * (hAB + 2 * hBM)
      + (2 * Real.cos x * Real.sin x ^ 3 - 2 * Real.cos x ^ 3 * Real.sin x) * (hP - hQ)
      + eri V a a b b * (Real.sin x ^ 2 + Real.cos x ^ 2 + 1) * Real.sin_sq_add_cos_sq x
  · rw [exchange_expand hV]
    linear_combination Real.cos x ^ 2 * Real.sin x ^ 2 * (hAB + 2 * hBM)
      + 2 * Real.cos x * Real.sin x * (Real.cos x ^ 2 - Real.sin x ^ 2) * (hQ - hP)
      + eri V a b a b * (Real.sin x ^ 2 + Real.cos x ^ 2 + 1) * Real.sin_sq_add_cos_sq x
```

## The site model in Lean

The matrix with entries $U$ and $W$ is defined and shown to be symmetric.

```lean
/-- Repulsion `U` on the same site and `W` between any two different sites. -/
def siteRepulsion (n : Type*) [DecidableEq n] (U W : ℝ) : Matrix n n ℝ :=
  Matrix.of fun i j => if i = j then U else W

omit [Fintype n] in
lemma siteRepulsion_symm [DecidableEq n] (U W : ℝ) : (siteRepulsion n U W).IsSymm := by
  refine Matrix.IsSymm.ext fun i j => ?_
  by_cases h : i = j
  · subst h; rfl
  · simp [siteRepulsion, h, Ne.symm h]
```

The next theorem is the split into a same-site term and a product of total charges, for four arbitrary orbitals. The inner sum over $j$ is evaluated first, then the sum over $i$.

```lean
/-- In the site model an integral is a same-site overlap term plus a product of total
charges. -/
theorem eri_siteRepulsion [DecidableEq n] (U W : ℝ) (f g h k : n → ℝ) :
    eri (siteRepulsion n U W) f g h k =
      (U - W) * ∑ i, f i * g i * (h i * k i) + W * ((∑ i, f i * g i) * ∑ i, h i * k i) := by
  have inner_sum : ∀ i, (siteRepulsion n U W *ᵥ (h * k)) i =
      (U - W) * (h i * k i) + W * ∑ j, h j * k j := by
    intro i
    calc (siteRepulsion n U W *ᵥ (h * k)) i
        = ∑ j, ((if i = j then (U - W) * (h j * k j) else 0) + W * (h j * k j)) := by
          refine Finset.sum_congr rfl fun j _ => ?_
          simp only [siteRepulsion, Matrix.of_apply, Pi.mul_apply]
          split_ifs <;> ring
      _ = _ := by
          rw [Finset.sum_add_distrib, ← Finset.mul_sum]
          simp
  calc eri (siteRepulsion n U W) f g h k
      = ∑ i, ((U - W) * (f i * g i * (h i * k i))
          + (f i * g i) * (W * ∑ j, h j * k j)) := by
        refine Finset.sum_congr rfl fun i _ => ?_
        rw [inner_sum i, Pi.mul_apply]
        ring
    _ = _ := by
        rw [Finset.sum_add_distrib, ← Finset.mul_sum, ← Finset.sum_mul]
        ring
```

For the triangle, $\sqrt3$ is replaced by a number `r` with $r^2=3$. The sums `s2` and `s4` are the values 6 and 18 found above.

```lean
/-- For the orbitals `(2, -1, -1)` and `(0, √3, -√3)` on a triangle of sites, the
self-repulsion of the rotated orbital is `18 (U + W)` at every angle. -/
theorem triangle_witness (U W x : ℝ) :
    let φ := orb ![2, -1, -1] ![0, √3, -√3] x
    eri (siteRepulsion (Fin 3) U W) φ φ φ φ = 18 * (U + W) := by
  obtain ⟨r, hr, h3⟩ : ∃ r : ℝ, r = √3 ∧ r ^ 2 = 3 :=
    ⟨_, rfl, Real.sq_sqrt (by norm_num)⟩
  rw [← hr]
  intro φ
  have f0 : φ 0 = Real.cos x * 2 := by simp [φ, orb]
  have f1 : φ 1 = -Real.cos x + Real.sin x * r := by simp [φ, orb]
  have f2 : φ 2 = -Real.cos x + -(Real.sin x * r) := by simp [φ, orb]
  have hu := Real.sin_sq_add_cos_sq x
  -- total charge and same-site overlap are both independent of the angle
  have s2 : ∑ i, φ i * φ i = 6 := by
    rw [Fin.sum_univ_three, f0, f1, f2]
    linear_combination 2 * Real.sin x ^ 2 * h3 + 6 * hu
  have s4 : ∑ i, φ i * φ i * (φ i * φ i) = 18 := by
    rw [Fin.sum_univ_three, f0, f1, f2]
    linear_combination (12 * Real.cos x ^ 2 * Real.sin x ^ 2
      + 2 * Real.sin x ^ 4 * (r ^ 2 + 3)) * h3
      + 18 * (Real.sin x ^ 2 + Real.cos x ^ 2 + 1) * hu
  rw [eri_siteRepulsion, s2, s4]
  ring
```

For the square, the general criterion turns the statement about all angles into four equations between integrals. The second of them reads $2U+2W=4W$ and forces $U=W$; if $U=W$, all four hold.

```lean
/-- For the orbitals `(1, 0, -1, 0)` and `(0, 1, 0, -1)` on four sites, the self-repulsion
of the rotated orbital is independent of the angle only if `U = W`, and then it is. -/
theorem square_invariant_iff (U W : ℝ) :
    (∀ x y, let φ := orb ![1, 0, -1, 0] ![0, 1, 0, -1]
      eri (siteRepulsion (Fin 4) U W) (φ x) (φ x) (φ x) (φ x) =
        eri (siteRepulsion (Fin 4) U W) (φ y) (φ y) (φ y) (φ y)) ↔ U = W := by
  -- the four integral conditions, with the orbitals given by their entries
  have key : ∀ a b : Fin 4 → ℝ, a 0 = 1 → a 1 = 0 → a 2 = -1 → a 3 = 0 →
      b 0 = 0 → b 1 = 1 → b 2 = 0 → b 3 = -1 →
      ((eri (siteRepulsion (Fin 4) U W) a a a a = eri (siteRepulsion (Fin 4) U W) b b b b ∧
        eri (siteRepulsion (Fin 4) U W) b b b b = eri (siteRepulsion (Fin 4) U W) a a b b
          + 2 * eri (siteRepulsion (Fin 4) U W) a b a b ∧
        eri (siteRepulsion (Fin 4) U W) a a a b = 0 ∧
        eri (siteRepulsion (Fin 4) U W) a b b b = 0) ↔ U = W) := by
    intro a b a0 a1 a2 a3 b0 b1 b2 b3
    simp only [eri_siteRepulsion, Fin.sum_univ_four, a0, a1, a2, a3, b0, b1, b2, b3]
    constructor
    · rintro ⟨_, h2, _, _⟩
      linarith
    · intro h
      subst h
      exact ⟨by ring, by ring, by ring, by ring⟩
  refine (self_repulsion_invariant_iff (siteRepulsion_symm U W) _ _).trans ?_
  exact key ![1, 0, -1, 0] ![0, 1, 0, -1] rfl rfl rfl rfl rfl rfl rfl rfl

end

end TwoOrbitalRotation
```

```lean
#print axioms TwoOrbitalRotation.self_repulsion_invariant_iff
-- 'TwoOrbitalRotation.self_repulsion_invariant_iff' depends on axioms: [propext, Classical.choice, Quot.sound]
#print axioms TwoOrbitalRotation.exchange_invariant_iff
-- 'TwoOrbitalRotation.exchange_invariant_iff' depends on axioms: [propext, Classical.choice, Quot.sound]
#print axioms TwoOrbitalRotation.coulomb_exchange_of_invariant
-- 'TwoOrbitalRotation.coulomb_exchange_of_invariant' depends on axioms: [propext, Classical.choice, Quot.sound]
#print axioms TwoOrbitalRotation.square_invariant_iff
-- 'TwoOrbitalRotation.square_invariant_iff' depends on axioms: [propext, Classical.choice, Quot.sound]
```
